# Energy-independent wave-number splitting \(2m\alpha\) and \(\cos^2(m\alpha L)\) precession in a one-dimensional Rashba wire

A spin injected along \(+z\) into a wire must first be given a definite meaning. Here it means a stationary wave on the whole line, built only from plane waves of energy \(E\) with positive group velocity, whose spinor at \(x=0\) is a prescribed \(u\), equal to \((1,0)\) for spin \(+z\). No contact and no reflected wave is included, and the probability of \(+z\) after a length \(L\) is read as the squared modulus of the upper component at \(x=L\). With this reading, units in which \(\hbar=1\), an effective mass \(m>0\), a spin-orbit term \(\alpha k\sigma_y\) at wave number \(k\) and \(E>-m\alpha^2/2\), that probability is \(\cos^2(m\alpha L)\) at every such energy. This is the precession behind the spin field-effect transistor, for non-interacting electrons in a single parabolic subband without scattering. What is said below about removing a hypothesis, about currents and about leads is ordinary argument, whereas the quoted theorems are machine-checked.

## The wire and its waves

```lean
import Mathlib

open Complex Matrix

namespace RashbaPrecession

noncomputable section
```

Units have \(\hbar=1\). For a wave number \(k\) along the wire,
\[ H(k)=\frac{k^2}{2m}+\alpha k\,\sigma_y . \]
The real constant \(\alpha\), of either sign or zero, is postulated: it stands for the spin-orbit coupling linear in \(k\) that inversion asymmetry of the confining structure produces. Cubic terms and mixing of subbands are left out. Spinor component 0 is spin \(+z\) and component 1 is spin \(-z\).

```lean
/-- The Pauli matrix `σ_y`. -/
def sigmaY : Matrix (Fin 2) (Fin 2) ℂ := !![0, -I; I, 0]

/-- The wire Hamiltonian `H(k) = k²/(2m) + α k σ_y` (with `ħ = 1`). -/
def hamiltonian (m α k : ℝ) : Matrix (Fin 2) (Fin 2) ℂ :=
  ((k ^ 2 / (2 * m) : ℝ) : ℂ) • (1 : Matrix (Fin 2) (Fin 2) ℂ) + ((α * k : ℝ) : ℂ) • sigmaY
```

A real label \(s\) defines \(P_s=(1+s\sigma_y)/2\) and the dispersion \(\varepsilon_s(k)=k^2/(2m)+s\alpha k\).

```lean
/-- The spin operator `P_s = (1 + s σ_y)/2`, used for `s = ±1`. -/
def proj (s : ℝ) : Matrix (Fin 2) (Fin 2) ℂ := (1 / 2 : ℂ) • (1 + (s : ℂ) • sigmaY)

/-- The dispersion `ε_s(k) = k²/(2m) + s α k` of spin branch `s`. -/
def branch (m α s k : ℝ) : ℝ := k ^ 2 / (2 * m) + s * α * k
```

`IsForward` says that \(\varepsilon_s(k)=E\) and \(d\varepsilon_s/dk>0\), and `waveNumber` is the candidate solution.

```lean
/-- `k` has energy `E` on branch `s` and positive group velocity `dε_s/dk`. -/
def IsForward (m α s E k : ℝ) : Prop := branch m α s k = E ∧ 0 < deriv (branch m α s) k

/-- The wave number `-s m α + √(m²α² + 2mE)`. -/
def waveNumber (m α s E : ℝ) : ℝ := -(s * m * α) + √(m ^ 2 * α ^ 2 + 2 * m * E)
```

For wave numbers \(p\) on branch \(+1\) and \(q\) on branch \(-1\), the injected wave is \(\psi(x)=e^{ipx}P_+u+e^{iqx}P_-u\).

```lean
/-- Superposition `e^{ipx} a + e^{iqx} b` of two spinor plane waves. -/
def wave (p q : ℝ) (a b : Fin 2 → ℂ) (x : ℝ) : Fin 2 → ℂ :=
  cexp (I * p * x) • a + cexp (I * q * x) • b

/-- The wave `e^{ipx} P₊ u + e^{iqx} P₋ u` built from the spinor `u`. -/
def injected (p q : ℝ) (u : Fin 2 → ℂ) : ℝ → Fin 2 → ℂ :=
  wave p q (proj 1 *ᵥ u) (proj (-1) *ᵥ u)
```

Replacing \(k\) by \(-i\,d/dx\) in \(H\) gives \(-\psi''/(2m)-i\alpha\sigma_y\psi'=E\psi\). `IsStationary` requires both derivatives to exist at every real \(x\) and the equation to hold there.

```lean
/-- `ψ` is twice differentiable and solves `-ψ''/(2m) - i α σ_y ψ' = E ψ`. -/
def IsStationary (m α E : ℝ) (ψ : ℝ → Fin 2 → ℂ) : Prop :=
  ∃ ψ' ψ'' : ℝ → Fin 2 → ℂ, (∀ x, HasDerivAt ψ (ψ' x) x) ∧ (∀ x, HasDerivAt ψ' (ψ'' x) x) ∧
    ∀ x, (-(1 / (2 * (m : ℂ)))) • ψ'' x + (-(I * α)) • (sigmaY *ᵥ ψ' x) = (E : ℂ) • ψ x
```

`rot θ` is the rotation matrix \(R(\theta)\) by an angle \(\theta\), and `spinAt φ` is the unit spinor \((\cos\varphi,\sin\varphi)\).

```lean
/-- The real rotation matrix by angle `θ` acting on spinor components. -/
def rot (θ : ℝ) : Matrix (Fin 2) (Fin 2) ℂ :=
  !![(Real.cos θ : ℂ), -(Real.sin θ : ℂ); (Real.sin θ : ℂ), (Real.cos θ : ℂ)]

/-- The real spinor `(cos φ, sin φ)`. -/
def spinAt (φ : ℝ) : Fin 2 → ℂ := ![(Real.cos φ : ℂ), (Real.sin φ : ℂ)]
```

## Two spin branches: \(s^2=1\)

The condition `s ^ 2 = 1` says that \(s\) is an eigenvalue of \(\sigma_y\). Since \(\sigma_y^2=1\), one has \(\sigma_yP_s=(\sigma_y+s)/2\), while \(sP_s=(s+s^2\sigma_y)/2\). The two agree exactly when \(s^2=1\), and for any other \(s\) the number \(\varepsilon_s(k)\) is not an eigenvalue of \(H(k)\) unless \(\alpha k=0\). In Lean, `hσ` checks \(\sigma_y^2=1\) entry by entry, `match_scalars` compares the coefficients of \(1\) and \(\sigma_y\), and the second comparison needs `hs'`.

```lean
/-- For `s = ±1`, `σ_y P_s = s P_s`. -/
theorem sigmaY_mul_proj {s : ℝ} (hs : s ^ 2 = 1) : sigmaY * proj s = (s : ℂ) • proj s := by
  have hσ : sigmaY * sigmaY = 1 := by
    ext i j
    fin_cases i <;> fin_cases j <;> simp [sigmaY, Matrix.mul_apply, Fin.sum_univ_two]
  have hs' : (s : ℂ) ^ 2 = 1 := by exact_mod_cast hs
  simp only [proj, Matrix.mul_smul, mul_add, mul_one, hσ, smul_add, smul_smul]
  match_scalars <;> first | ring1 | linear_combination (-1 / 2 : ℂ) * hs'
```

It follows that \(H(k)P_s=\varepsilon_s(k)P_s\). This theorem justifies calling \(\varepsilon_s\) a branch of \(H\); the later proofs work with \(\sigma_yP_s=sP_s\) directly.

```lean
/-- For `s = ±1`, `H(k) P_s = ε_s(k) P_s`. -/
theorem hamiltonian_mul_proj (m α k : ℝ) {s : ℝ} (hs : s ^ 2 = 1) :
    hamiltonian m α k * proj s = (branch m α s k : ℂ) • proj s := by
  rw [hamiltonian, add_mul, smul_mul_assoc, smul_mul_assoc, one_mul, sigmaY_mul_proj hs]
  unfold branch
  push_cast
  module
```

The group velocity \(d\varepsilon_s/dk=k/m+s\alpha\) holds for any \(s\).

```lean
/-- The group velocity on branch `s` is `k/m + s α`. -/
theorem hasDerivAt_branch (m α s k : ℝ) : HasDerivAt (branch m α s) (k / m + s * α) k := by
  have h := ((hasDerivAt_pow 2 k).div_const (2 * m)).fun_add
    ((hasDerivAt_id' k).const_mul (s * α))
  refine HasDerivAt.congr_deriv h ?_
  ring1
```

## Positive mass and the threshold \(E>-m\alpha^2/2\)

Positive \(m\) describes a band minimum. Completing the square, with \(s^2=1\) once more, gives
\[ (k+sm\alpha)^2=m^2\alpha^2+2m\,\varepsilon_s(k),\qquad \frac{d\varepsilon_s}{dk}=\frac{k+sm\alpha}{m}. \]
Both parabolas have their bottom at energy \(-m\alpha^2/2\). Put \(D=m^2\alpha^2+2mE\). If \(k\) is forward, then \(m>0\) makes \(k+sm\alpha\) positive, so \(D>0\), which is \(E>-m\alpha^2/2\), and \(k=-sm\alpha+\sqrt D\). Conversely, above the threshold this \(k\) has \((k+sm\alpha)^2=D\), hence \(\varepsilon_s(k)=E\), and velocity \(\sqrt D/m>0\).

The two displayed identities are `key` and `hv`. The hypothesis `hm` enters through `lt_div_iff₀ hm`, which turns positive velocity into \(0<k+sm\alpha\), through the two `nlinarith` calls that pass between \(D>0\) and the threshold, and in cancelling \(m\) and \(2m\). `Real.sqrt_sq` and `Real.sq_sqrt` select and square the positive root.

```lean
/-- For `m > 0`, `k` is a positive-velocity state of energy `E` on branch `s = ±1` exactly when `E >
-mα²/2` and `k = -s m α + √(m²α² + 2mE)`. -/
theorem forward_iff {m s : ℝ} (α E k : ℝ) (hm : 0 < m) (hs : s ^ 2 = 1) :
    IsForward m α s E k ↔ -(m * α ^ 2) / 2 < E ∧ k = waveNumber m α s E := by
  have hm' : m ≠ 0 := hm.ne'
  have h1 : 2 * m * (k ^ 2 / (2 * m)) = k ^ 2 := by field_simp
  -- completing the square
  have key : (k + s * m * α) ^ 2 = m ^ 2 * α ^ 2 + 2 * m * branch m α s k := by
    unfold branch
    linear_combination (m ^ 2 * α ^ 2) * hs - h1
  have hv : k / m + s * α = (k + s * m * α) / m := by field_simp
  unfold IsForward waveNumber
  rw [(hasDerivAt_branch m α s k).deriv, hv, lt_div_iff₀ hm, zero_mul]
  constructor
  · rintro ⟨hE, hp⟩
    rw [hE] at key
    have hq := pow_pos hp 2
    refine ⟨?_, ?_⟩
    · by_contra h
      nlinarith [mul_le_mul_of_nonneg_left (not_lt.mp h) hm.le]
    · rw [← key, Real.sqrt_sq hp.le]
      ring
  · rintro ⟨hE, hk⟩
    have hD : 0 < m ^ 2 * α ^ 2 + 2 * m * E := by nlinarith [mul_lt_mul_of_pos_left hE hm]
    have hk' : k + s * m * α = √(m ^ 2 * α ^ 2 + 2 * m * E) := by linarith
    rw [hk', Real.sq_sqrt hD.le] at key
    refine ⟨mul_left_cancel₀ (a := 2 * m) (by positivity) (by linarith), ?_⟩
    rw [hk']
    exact Real.sqrt_pos.mpr hD
```

Because this is an equivalence, it also shows that no forward state exists at or below the threshold. Below it Lean's square root of the negative \(D\) is \(0\), so `waveNumber` still returns numbers that differ by \(2m\alpha\) but do not have energy \(E\). For \(m<0\), positive velocity would select the root \(-\sqrt D\) and the energy inequality would reverse.

## Same energy, same direction of travel

Let \(p\) and \(q\) both be forward at \(E\). Then \(p=-m\alpha+\sqrt D\) and \(q=m\alpha+\sqrt D\), so \(q-p=2m\alpha\). The square root carries all the dependence on \(E\), and it cancels because the energy and the sign of the root are shared. The velocities \(p/m+\alpha\) and \(q/m-\alpha\) differ by \(2\alpha-(q-p)/m=0\). The proof substitutes `forward_iff` twice, closes with `ring`, and gets the velocity equality from one `linear_combination`.

```lean
/-- For `m > 0`, positive-velocity states of equal energy on the two branches have wave numbers
differing by `2mα`, and equal group velocities. -/
theorem splitting {m α E p q : ℝ} (hm : 0 < m) (hp : IsForward m α 1 E p)
    (hq : IsForward m α (-1) E q) :
    q - p = 2 * m * α ∧ deriv (branch m α 1) p = deriv (branch m α (-1)) q := by
  have h : q - p = 2 * m * α := by
    rw [((forward_iff α E p hm (by norm_num)).mp hp).2,
      ((forward_iff α E q hm (by norm_num)).mp hq).2]
    unfold waveNumber
    ring
  refine ⟨h, ?_⟩
  rw [(hasDerivAt_branch m α 1 p).deriv, (hasDerivAt_branch m α (-1) q).deriv]
  have h2 : m * m⁻¹ = 1 := mul_inv_cancel₀ hm.ne'
  linear_combination (-m⁻¹) * h - 2 * α * h2
```

Direction is fixed by velocity and not by the sign of \(k\): for \(\alpha>0\) and \(-m\alpha^2/2<E<0\) the forward \(p\) is negative. A forward \(p\) paired with a backward \(q\) would give \(q-p=2m\alpha-2\sqrt D\), which depends on energy.

## What the wave itself needs

Differentiation multiplies each amplitude by \(i\) times its wave number, for any \(p\) and \(q\).

```lean
/-- Differentiation in `x` multiplies each plane-wave amplitude by `i` times its wave number. -/
theorem hasDerivAt_wave (p q : ℝ) (a b : Fin 2 → ℂ) (x : ℝ) :
    HasDerivAt (wave p q a b) (wave p q ((I * p) • a) ((I * q) • b) x) x := by
  have h : ∀ c : ℂ, HasDerivAt (fun y : ℝ => cexp (c * y)) (cexp (c * x) * c) x := fun c => by
    have := ((hasDerivAt_id' (x : ℂ)).const_mul c).cexp.comp_ofReal
    exact this.congr_deriv (by ring)
  have h' := ((h (I * p)).smul_const a).fun_add ((h (I * q)).smul_const b)
  refine HasDerivAt.congr_deriv h' ?_
  simp only [wave, smul_smul]
```

The rotation form is also free of hypotheses. With \(\bar k=(p+q)/2\) and \(\theta=(q-p)x/2\), the phases split as \(px=\bar kx-\theta\) and \(qx=\bar kx+\theta\), and
\[ e^{-i\theta}P_++e^{i\theta}P_-=\cos\theta-i\sigma_y\sin\theta=R(\theta), \]
so that \(\psi(x)=e^{i\bar kx}R(\theta)u\). In Lean `h1` and `h2` split the phases, `hP` writes out \(P_su\), and each component closes with \(i^2=-1\).

```lean
/-- The injected wave is the phase `e^{i(p+q)x/2}` times the spinor `u` rotated by the
angle `(q - p)x/2`. -/
theorem injected_eq_rot (p q : ℝ) (u : Fin 2 → ℂ) (x : ℝ) :
    injected p q u x = cexp (I * (((p : ℂ) + q) / 2) * x) • (rot ((q - p) / 2 * x) *ᵥ u) := by
  obtain ⟨θ, hθ⟩ : ∃ θ, θ = (q - p) / 2 * x := ⟨_, rfl⟩
  have h : ∀ t : ℝ, cexp (t * I) = Real.cos t + Real.sin t * I := fun t => by
    rw [Complex.exp_mul_I, Complex.ofReal_cos, Complex.ofReal_sin]
  -- split each phase into the mean phase and a relative phase `∓θ`
  have h1 : cexp (I * p * x) = cexp (I * (((p : ℂ) + q) / 2) * x) * cexp ((-θ : ℝ) * I) := by
    rw [← Complex.exp_add, hθ]; congr 1; push_cast; ring
  have h2 : cexp (I * q * x) = cexp (I * (((p : ℂ) + q) / 2) * x) * cexp ((θ : ℝ) * I) := by
    rw [← Complex.exp_add, hθ]; congr 1; push_cast; ring
  rw [h, Real.cos_neg, Real.sin_neg] at h1
  rw [h] at h2
  have hP : ∀ s : ℝ, proj s *ᵥ u = ![(u 0 - s * I * u 1) / 2, (s * I * u 0 + u 1) / 2] := by
    intro s
    ext i
    fin_cases i <;> simp [proj, sigmaY, Matrix.mulVec, dotProduct, Fin.sum_univ_two,
      Matrix.one_apply] <;> ring
  rw [← hθ]
  simp only [injected, wave, rot, hP]
  rw [h1, h2]
  generalize cexp (I * (((p : ℂ) + q) / 2) * x) = c
  generalize Real.cos θ = C
  generalize Real.sin θ = S
  ext i
  fin_cases i <;> simp [dotProduct, Fin.sum_univ_two] <;>
    first
    | linear_combination c * S * u 1 * Complex.I_sq
    | linear_combination (-c * S * u 0) * Complex.I_sq
```

Stationarity uses only the energies \(\varepsilon_+(p)=\varepsilon_-(q)=E\). On \(e^{ikx}P_su\) the kinetic term gives \(k^2/(2m)\) and the spin-orbit term gives \(-i\alpha\,(ik)\,s=s\alpha k\), in total \(\varepsilon_s(k)\). The proof supplies the derivatives from `hasDerivAt_wave`, replaces \(\sigma_y\) by \(\pm1\) through `ha` and `hb`, and matches the two amplitudes against `hp'` and `hq'`. At \(x=0\), \(R(0)=1\) gives \(\psi(0)=u\). With unequal energies and both spin parts nonzero, \(\psi\) would solve the equation at no single \(E\).

```lean
/-- If `p` and `q` have energy `E` on the branches `+1` and `-1`, the injected wave solves the
stationary equation at energy `E` and equals `u` at `x = 0`. -/
theorem injected_isStationary {m α E p q : ℝ} (hp : branch m α 1 p = E)
    (hq : branch m α (-1) q = E) (u : Fin 2 → ℂ) :
    IsStationary m α E (injected p q u) ∧ injected p q u 0 = u := by
  constructor
  · have h : ∀ s : ℝ, s ^ 2 = 1 → sigmaY *ᵥ (proj s *ᵥ u) = (s : ℂ) • (proj s *ᵥ u) := by
      intro s hs
      rw [Matrix.mulVec_mulVec, sigmaY_mul_proj hs, Matrix.smul_mulVec]
    have ha := h 1 (by norm_num)
    have hb := h (-1) (by norm_num)
    rw [Complex.ofReal_one] at ha
    rw [Complex.ofReal_neg, Complex.ofReal_one] at hb
    have hp' : (p : ℂ) ^ 2 / (2 * m) + α * p = E := by
      rw [← hp]; unfold branch; push_cast; ring
    have hq' : (q : ℂ) ^ 2 / (2 * m) - α * q = E := by
      rw [← hq]; unfold branch; push_cast; ring
    unfold IsStationary injected
    refine ⟨wave p q ((I * p) • (proj 1 *ᵥ u)) ((I * q) • (proj (-1) *ᵥ u)),
      wave p q ((I * p) • (I * p) • (proj 1 *ᵥ u)) ((I * q) • (I * q) • (proj (-1) *ᵥ u)),
      fun x => hasDerivAt_wave p q _ _ x, fun x => hasDerivAt_wave p q _ _ x, fun x => ?_⟩
    simp only [wave, Matrix.mulVec_add, Matrix.mulVec_smul, ha, hb]
    -- each spin component obeys its own dispersion relation
    match_scalars <;>
      first
      | linear_combination cexp (I * p * x) * hp'
          - cexp (I * p * x) * ((p : ℂ) ^ 2 / (2 * m) + α * p) * Complex.I_sq
      | linear_combination cexp (I * q * x) * hq'
          - cexp (I * q * x) * ((q : ℂ) ^ 2 / (2 * m) - α * q) * Complex.I_sq
  · have h0 : (q - p) / 2 * 0 = 0 := mul_zero _
    have hR : rot 0 = 1 := by
      ext i j
      fin_cases i <;> fin_cases j <;> simp [rot]
    rw [injected_eq_rot, h0, hR, Matrix.one_mulVec]
    simp
```

The equation is of second order, and backward waves solve it too. Nothing here states that \(\psi\) is the only stationary solution with \(\psi(0)=u\); it is the one assembled from forward waves.

## A real initial spinor

The spinor \((\cos\varphi,\sin\varphi)\) has its spin in the \(xz\) plane, perpendicular to the precession axis \(y\). At \(x=L\) the angle is \(\theta=m\alpha L\) (`hθ`), the addition formulas give \(R(\theta)(\cos\varphi,\sin\varphi)=(\cos(\theta+\varphi),\sin(\theta+\varphi))\) (`hR`), and the phase has modulus one (`hc`). The weights are \(\cos^2(m\alpha L+\varphi)\) and \(\sin^2(m\alpha L+\varphi)\). They add to one, so no further normalisation is needed. The angle \(m\alpha L\) acts on the spinor, and the spin direction turns by twice as much. For a unit eigenvector of \(\sigma_y\), which is not real, both weights would stay at \(1/2\).

```lean
/-- For `m > 0` and positive-velocity wave numbers of equal energy on the two branches, the spinor
`(cos φ, sin φ)` has up and down weights `cos²(mαL + φ)` and `sin²(mαL + φ)` at `x = L`. -/
theorem precession {m α E p q : ℝ} (hm : 0 < m) (hp : IsForward m α 1 E p)
    (hq : IsForward m α (-1) E q) (φ L : ℝ) :
    ‖injected p q (spinAt φ) L 0‖ ^ 2 = Real.cos (m * α * L + φ) ^ 2 ∧
    ‖injected p q (spinAt φ) L 1‖ ^ 2 = Real.sin (m * α * L + φ) ^ 2 := by
  have hθ : (q - p) / 2 * L = m * α * L := by rw [(splitting hm hp hq).1]; ring
  have hc : ‖cexp (I * (((p : ℂ) + q) / 2) * L)‖ = 1 := by
    rw [← Complex.norm_exp_ofReal_mul_I ((p + q) / 2 * L)]
    congr 2; push_cast; ring
  have hR : rot (m * α * L) *ᵥ spinAt φ = spinAt (m * α * L + φ) := by
    unfold rot spinAt
    rw [Real.cos_add, Real.sin_add]
    ext i
    simp only [Matrix.mulVec, dotProduct, Fin.sum_univ_two]
    fin_cases i <;> simp <;> ring
  have e0 : spinAt (m * α * L + φ) 0 = (Real.cos (m * α * L + φ) : ℂ) := rfl
  have e1 : spinAt (m * α * L + φ) 1 = (Real.sin (m * α * L + φ) : ℂ) := rfl
  rw [injected_eq_rot, hθ, hR]
  constructor
  · rw [Pi.smul_apply, norm_smul, hc, one_mul, e0, Complex.norm_real, Real.norm_eq_abs, sq_abs]
  · rw [Pi.smul_apply, norm_smul, hc, one_mul, e1, Complex.norm_real, Real.norm_eq_abs, sq_abs]
```

## Injection along \(+z\)

The final theorem assumes only \(m>0\) and \(E>-m\alpha^2/2\). It states that each branch has exactly one forward wave number, \(p\) and \(q\); that \(q-p=2m\alpha\); that the wave built from \(u=(1,0)\) is stationary and starts at \((1,0)\); and that for every real \(L\) the up and down weights are \(\cos^2(m\alpha L)\) and \(\sin^2(m\alpha L)\). The hypothesis `hE` is used once, to reduce `forward_iff` to \(k=\) `waveNumber`, and the rest is `splitting`, `injected_isStationary` and `precession` at \(\varphi=0\). The weights are local densities. Since both branches move with one velocity, the velocity operator acts on \(\psi\) as a number, and the weights are also the fractions of the current.

```lean
/-- For `m > 0` and `E > -mα²/2` each branch has exactly one positive-velocity wave number, the two
differ by `2mα`, and the wave injected with spin `+z` is stationary, starts at `(1, 0)` and has up
and down weights `cos²(mαL)` and `sin²(mαL)` at `x = L`. -/
theorem spin_up_transmission {m α E : ℝ} (hm : 0 < m) (hE : -(m * α ^ 2) / 2 < E) :
    let p := waveNumber m α 1 E
    let q := waveNumber m α (-1) E
    let ψ := injected p q ![1, 0]
    (∀ k, IsForward m α 1 E k ↔ k = p) ∧ (∀ k, IsForward m α (-1) E k ↔ k = q) ∧
    q - p = 2 * m * α ∧ IsStationary m α E ψ ∧ ψ 0 = ![1, 0] ∧
    ∀ L, ‖ψ L 0‖ ^ 2 = Real.cos (m * α * L) ^ 2 ∧ ‖ψ L 1‖ ^ 2 = Real.sin (m * α * L) ^ 2 := by
  intro p q ψ
  have h : ∀ s : ℝ, s ^ 2 = 1 → ∀ k, IsForward m α s E k ↔ k = waveNumber m α s E :=
    fun s hs k => (forward_iff α E k hm hs).trans (and_iff_right hE)
  have hp := (h 1 (by norm_num) p).mpr rfl
  have hq := (h (-1) (by norm_num) q).mpr rfl
  have hst := injected_isStationary hp.1 hq.1 ![1, 0]
  refine ⟨h 1 (by norm_num), h (-1) (by norm_num), (splitting hm hp hq).1, hst.1, hst.2,
    fun L => ?_⟩
  have h0 : spinAt 0 = ![1, 0] := by simp [spinAt]
  have := precession hm hp hq 0 L
  rwa [h0, add_zero] at this

end

end RashbaPrecession
```

```lean
#print axioms RashbaPrecession.hamiltonian_mul_proj
#print axioms RashbaPrecession.precession
#print axioms RashbaPrecession.spin_up_transmission
```

```
'RashbaPrecession.hamiltonian_mul_proj' depends on axioms: [propext, Classical.choice, Quot.sound]
'RashbaPrecession.precession' depends on axioms: [propext, Classical.choice, Quot.sound]
'RashbaPrecession.spin_up_transmission' depends on axioms: [propext, Classical.choice, Quot.sound]
```

## A finite wire between leads

A different model lets \(\alpha\) be nonzero only on \([0,L]\), with leads of the same mass and no spin-orbit coupling. Propagation in the leads then requires \(E>0\), and \(\psi\) and \(-i\psi'/m+\alpha\sigma_y\psi\) are matched at both ends, which brings in backward waves. The mismatch between \(\sqrt{2mE}\) and \(\sqrt D\) produces a spin-independent transmission \(T(E)\le1\), so the probability of leaving with spin \(+z\) would be \(T(E)\cos^2(m\alpha L)\). The rotation angle is unchanged, and the weight proved above corresponds to the spin-up share of the transmitted current.
